# Averaging free and internal energy removes the T² error when the entropy starts from zero with finite slope

A metal computed with Fermi–Dirac smearing is held at a fictitious electronic temperature T, and the run delivers a free energy F and an internal energy E = F + TS, where S is the entropy, although the energy wanted is the one at T = 0. If S starts from zero at T = 0 with a finite slope, the errors of F and E are opposite at order T², and the average (E + F)/2 recovers F(0) up to o(T²).

```lean
import Mathlib

open Filter Topology Asymptotics

namespace ZeroTemperatureExtrapolation

noncomputable section

/-- The internal energy `E = F + T S` belonging to a free energy `F` and an entropy `S`. -/
def internalEnergy (F S : ℝ → ℝ) (T : ℝ) : ℝ := F T + T * S T

/-- The mixture `(1 - w) F + w E` of free energy and internal energy. -/
def mixedEnergy (F S : ℝ → ℝ) (w T : ℝ) : ℝ :=
  (1 - w) * F T + w * internalEnergy F S T

/-- Low-temperature behaviour: `F` is continuous from the right at `T = 0`, `S = -dF/dT` at small
positive `T`, and the entropy vanishes at `T = 0` with right-hand slope `γ`. -/
structure LowTemperatureLaw (F S : ℝ → ℝ) (γ : ℝ) : Prop where
  cont : Tendsto F (𝓝[>] 0) (𝓝 (F 0))
  entropy : ∀ᶠ T in 𝓝[>] 0, HasDerivAt F (-S T) T
  zero : S 0 = 0
  slope : HasDerivWithinAt S γ (Set.Ioi 0) 0

/-- The ratio `S / T` tends to `γ` as the temperature tends to zero. -/
theorem entropy_div_tendsto {F S : ℝ → ℝ} {γ : ℝ} (h : LowTemperatureLaw F S γ) :
    Tendsto (fun T => S T / T) (𝓝[>] 0) (𝓝 γ) := by
  have h0 : (0 : ℝ) ∉ Set.Ioi (0 : ℝ) := by simp
  have hs := (hasDerivWithinAt_iff_tendsto_slope' h0).1 h.slope
  refine hs.congr fun T => ?_
  simp [slope_def_field, h.zero]

/-- The free energy departs from its zero-temperature value as `-γ T² / 2`. -/
theorem freeEnergy_tendsto {F S : ℝ → ℝ} {γ : ℝ} (h : LowTemperatureLaw F S γ) :
    Tendsto (fun T => (F T - F 0) / T ^ 2) (𝓝[>] 0) (𝓝 (-γ / 2)) := by
  -- L'Hôpital's rule reduces the quotient to `-S / (2 T)`
  refine HasDerivAt.lhopital_zero_nhdsGT (f' := fun T => -S T) (g' := fun T => 2 * T)
    ?_ ?_ ?_ ?_ ?_ ?_
  · exact h.entropy.mono fun T hT => hT.sub_const (F 0)
  · exact Eventually.of_forall fun T => by simpa using hasDerivAt_pow 2 T
  · filter_upwards [self_mem_nhdsWithin] with T hT
    have hT' : 0 < T := hT
    positivity
  · have hc := h.cont.sub_const (F 0)
    rwa [sub_self] at hc
  · have hp : Tendsto (fun T : ℝ => T ^ 2) (𝓝 0) (𝓝 (0 ^ 2)) := (continuous_pow 2).tendsto 0
    rw [zero_pow two_ne_zero] at hp
    exact hp.mono_left nhdsWithin_le_nhds
  · have e : -γ / 2 = -1 / 2 * γ := by ring
    rw [e]
    exact ((entropy_div_tendsto h).const_mul (-1 / 2)).congr fun T => by ring

/-- The mixture `(1 - w) F + w E` departs from `F(0)` as `(w - 1/2) γ T²`. -/
theorem mixedEnergy_tendsto {F S : ℝ → ℝ} {γ : ℝ} (h : LowTemperatureLaw F S γ) (w : ℝ) :
    Tendsto (fun T => (mixedEnergy F S w T - F 0) / T ^ 2) (𝓝[>] 0)
      (𝓝 ((w - 1 / 2) * γ)) := by
  have e : (w - 1 / 2) * γ = -γ / 2 + w * γ := by ring
  rw [e]
  refine ((freeEnergy_tendsto h).add ((entropy_div_tendsto h).const_mul w)).congr' ?_
  filter_upwards [self_mem_nhdsWithin] with T hT
  have hT' : T ≠ 0 := ne_of_gt hT
  have hs : S T / T = T * S T / T ^ 2 := by field_simp
  rw [hs]
  unfold mixedEnergy internalEnergy
  ring

/-- A mixture of free and internal energy reproduces `F(0)` up to `o(T²)` exactly when the two
have equal weight or the entropy slope `γ` vanishes. -/
theorem mixedEnergy_isLittleO_iff {F S : ℝ → ℝ} {γ : ℝ} (h : LowTemperatureLaw F S γ) (w : ℝ) :
    (fun T => mixedEnergy F S w T - F 0) =o[𝓝[>] 0] (fun T => T ^ 2) ↔
      w = 1 / 2 ∨ γ = 0 := by
  have hne : ∀ᶠ T : ℝ in 𝓝[>] 0, T ^ 2 = 0 → mixedEnergy F S w T - F 0 = 0 := by
    filter_upwards [self_mem_nhdsWithin] with T hT h0
    exact absurd h0 (pow_ne_zero 2 (ne_of_gt hT))
  rw [isLittleO_iff_tendsto' hne, ← sub_eq_zero (a := w), ← mul_eq_zero]
  constructor
  · intro h0
    exact tendsto_nhds_unique (mixedEnergy_tendsto h w) h0
  · intro h0
    have hm := mixedEnergy_tendsto h w
    rwa [h0] at hm

/-- Free and internal energy have opposite quadratic errors `-γ T² / 2` and `γ T² / 2`, and their
average equals the zero-temperature energy up to `o(T²)`. -/
theorem zero_temperature_extrapolation {F S : ℝ → ℝ} {γ : ℝ} (h : LowTemperatureLaw F S γ) :
    Tendsto (fun T => (F T - F 0) / T ^ 2) (𝓝[>] 0) (𝓝 (-γ / 2)) ∧
    Tendsto (fun T => (internalEnergy F S T - F 0) / T ^ 2) (𝓝[>] 0) (𝓝 (γ / 2)) ∧
    (fun T => (internalEnergy F S T + F T) / 2 - F 0) =o[𝓝[>] 0] (fun T => T ^ 2) := by
  refine ⟨freeEnergy_tendsto h, ?_, ?_⟩
  · -- the internal energy is the mixture with `w = 1`
    have e : γ / 2 = (1 - 1 / 2) * γ := by ring
    rw [e]
    refine (mixedEnergy_tendsto h 1).congr fun T => ?_
    unfold mixedEnergy
    ring
  · -- the average is the mixture with `w = 1/2`
    refine ((mixedEnergy_isLittleO_iff h (1 / 2)).2 (Or.inl rfl)).congr_left fun T => ?_
    unfold mixedEnergy
    ring

/-- The same extrapolation written with the free energy alone, where `E = F - T F'` and the
quadratic coefficients are `F''(0)/2` and `-F''(0)/2`. -/
theorem extrapolation_of_deriv {F : ℝ → ℝ} (hF : ∀ᶠ T in 𝓝 0, DifferentiableAt ℝ F T)
    (h0 : deriv F 0 = 0) (h2 : DifferentiableAt ℝ (deriv F) 0) :
    Tendsto (fun T => (F T - F 0) / T ^ 2) (𝓝[>] 0) (𝓝 (deriv (deriv F) 0 / 2)) ∧
    Tendsto (fun T => (F T - T * deriv F T - F 0) / T ^ 2) (𝓝[>] 0)
      (𝓝 (-deriv (deriv F) 0 / 2)) ∧
    (fun T => ((F T - T * deriv F T) + F T) / 2 - F 0) =o[𝓝[>] 0] (fun T => T ^ 2) := by
  have h : LowTemperatureLaw F (fun T => -deriv F T) (-deriv (deriv F) 0) :=
    { cont := hF.self_of_nhds.continuousAt.tendsto.mono_left nhdsWithin_le_nhds
      entropy := (hF.filter_mono nhdsWithin_le_nhds).mono fun T hT => by
        simpa only [neg_neg] using hT.hasDerivAt
      zero := by simp [h0]
      slope := h2.hasDerivAt.fun_neg.hasDerivWithinAt }
  obtain ⟨a, b, c⟩ := zero_temperature_extrapolation h
  refine ⟨by simpa only [neg_neg] using a, b.congr fun T => ?_, c.congr_left fun T => ?_⟩
  · simp only [internalEnergy]
    ring
  · simp only [internalEnergy]
    ring

/-- If the entropy tends to a residual value `s₀` at zero temperature, the average of free and
internal energy has the linear error `-s₀ T / 2`. -/
theorem residual_entropy_error {F S : ℝ → ℝ} {s₀ : ℝ} (hc : Tendsto F (𝓝[>] 0) (𝓝 (F 0)))
    (hF : ∀ᶠ T in 𝓝[>] 0, HasDerivAt F (-S T) T) (hS : Tendsto S (𝓝[>] 0) (𝓝 s₀)) :
    Tendsto (fun T => ((internalEnergy F S T + F T) / 2 - F 0) / T) (𝓝[>] 0)
      (𝓝 (-s₀ / 2)) := by
  have hl : Tendsto (fun T => (F T - F 0) / T) (𝓝[>] 0) (𝓝 (-s₀)) := by
    refine HasDerivAt.lhopital_zero_nhdsGT (f' := fun T => -S T) (g' := fun _ => 1)
      ?_ ?_ ?_ ?_ ?_ ?_
    · exact hF.mono fun T hT => hT.sub_const (F 0)
    · exact Eventually.of_forall fun T => hasDerivAt_id' T
    · exact Eventually.of_forall fun _ => one_ne_zero
    · have h := hc.sub_const (F 0)
      rwa [sub_self] at h
    · exact tendsto_id.mono_left nhdsWithin_le_nhds
    · exact hS.neg.congr fun T => (div_one _).symm
  have e : -s₀ / 2 = -s₀ + 1 / 2 * s₀ := by ring
  rw [e]
  refine (hl.add (hS.const_mul (1 / 2))).congr' ?_
  filter_upwards [self_mem_nhdsWithin] with T hT
  have hT' : T ≠ 0 := ne_of_gt hT
  rw [eq_div_iff hT', add_mul, div_mul_cancel₀ _ hT']
  unfold internalEnergy
  ring

/-- A model free energy with a quadratic and a cubic term in the temperature. -/
def cubicFreeEnergy (F₀ γ c T : ℝ) : ℝ := F₀ - γ / 2 * T ^ 2 + c * T ^ 3

/-- The entropy `γ T - 3 c T²` of the cubic model. -/
def cubicEntropy (γ c T : ℝ) : ℝ := γ * T - 3 * c * T ^ 2

/-- The cubic model obeys the low-temperature law with entropy slope `γ`. -/
theorem cubic_witness (F₀ γ c : ℝ) :
    LowTemperatureLaw (cubicFreeEnergy F₀ γ c) (cubicEntropy γ c) γ := by
  have h2 : ∀ T : ℝ, HasDerivAt (fun x : ℝ => x ^ 2) (2 * T) T := fun T => by
    simpa using hasDerivAt_pow 2 T
  have h3 : ∀ T : ℝ, HasDerivAt (fun x : ℝ => x ^ 3) (3 * T ^ 2) T := fun T => by
    simpa using hasDerivAt_pow 3 T
  have hF : ∀ T, HasDerivAt (cubicFreeEnergy F₀ γ c) (-cubicEntropy γ c T) T := fun T => by
    refine ((((h2 T).const_mul (γ / 2)).const_sub F₀).fun_add
      ((h3 T).const_mul c)).congr_deriv ?_
    unfold cubicEntropy
    ring
  refine ⟨(hF 0).continuousAt.tendsto.mono_left nhdsWithin_le_nhds,
    Eventually.of_forall hF, by simp [cubicEntropy], ?_⟩
  have hS : HasDerivAt (cubicEntropy γ c) γ 0 :=
    (((hasDerivAt_id' (0 : ℝ)).const_mul γ).fun_sub
      ((h2 0).const_mul (3 * c))).congr_deriv (by ring)
  exact hS.hasDerivWithinAt

/-- In the cubic model the average of free and internal energy misses the zero-temperature
energy by exactly `-c T³ / 2`. -/
theorem cubic_average_error (F₀ γ c T : ℝ) :
    (internalEnergy (cubicFreeEnergy F₀ γ c) (cubicEntropy γ c) T
      + cubicFreeEnergy F₀ γ c T) / 2 - cubicFreeEnergy F₀ γ c 0 = -c * T ^ 3 / 2 := by
  unfold internalEnergy cubicFreeEnergy cubicEntropy
  ring

end

end ZeroTemperatureExtrapolation
```

```lean
#print axioms ZeroTemperatureExtrapolation.extrapolation_of_deriv
#print axioms ZeroTemperatureExtrapolation.residual_entropy_error
#print axioms ZeroTemperatureExtrapolation.cubic_average_error
```

```
'ZeroTemperatureExtrapolation.extrapolation_of_deriv' depends on axioms: [propext, Classical.choice, Quot.sound]
'ZeroTemperatureExtrapolation.residual_entropy_error' depends on axioms: [propext, Classical.choice, Quot.sound]
'ZeroTemperatureExtrapolation.cubic_average_error' depends on axioms: [propext, Classical.choice, Quot.sound]
```

## A free energy with linear entropy

The physical input is the structure `LowTemperatureLaw F S γ`. Here `F` and `S` are real functions of a real variable T, and `γ` is a real number. Temperature is measured in energy units, so Boltzmann's constant is 1. The structure has four fields:

- `cont` says that F(T) tends to F(0) as T tends to zero from above. This ties the number F(0) to the free energy at small temperature.
- `entropy` says that F has derivative −S(T) at every sufficiently small positive T, which is the thermodynamic relation S = −dF/dT.
- `zero` says that S(0) = 0, as for a nondegenerate ground state.
- `slope` says that S has right-hand derivative γ at T = 0.

The slope γ stands for the density of low-energy excitations. For non-interacting electrons with a smooth density of states g near the Fermi energy ε_F, it is γ = π² g(ε_F)/3, with both spins counted in g. The theorems take γ as given and do not derive it from a Hamiltonian. They put no condition on its sign, and γ = 0 is allowed.

All limits are taken along `𝓝[>] 0`, that is, through positive temperatures only. The expression `=o[𝓝[>] 0]` is the little-o relation in the same one-sided sense. The definition `internalEnergy` is E = F + TS, and `mixedEnergy` is the mixture (1 − w)F + wE with a real weight w.

In these terms, `zero_temperature_extrapolation` states that, as T → 0⁺,

(F(T) − F(0))/T² → −γ/2

(E(T) − F(0))/T² → γ/2

(E(T) + F(T))/2 − F(0) = o(T²).

The version `extrapolation_of_deriv` uses F alone, with E = F − TF′. It assumes that F is differentiable in a full neighbourhood of zero, that F′(0) = 0, and that F′ is differentiable at zero. The first two limits are then F″(0)/2 and −F″(0)/2. Its hypotheses involve negative arguments of F, which carry no thermal meaning; the one-sided version needs none.

## Why the two errors are opposite

Since S(0) = 0, the ratio S/T is the difference quotient of the entropy at zero:

S(T)/T = (S(T) − S(0))/(T − 0) → γ.

The free energy follows by L'Hôpital's rule. Both F(T) − F(0) and T² tend to zero, their derivatives at small positive T are −S(T) and 2T, and 2T is not zero there. The quotient of the derivatives is

−S(T)/(2T) → −γ/2,

so (F(T) − F(0))/T² has the same limit.

For the mixture, insert E = F + TS:

(1 − w)F + wE = F + wTS.

Subtract F(0) and divide by T²:

((1 − w)F + wE − F(0))/T² = (F − F(0))/T² + wS/T → −γ/2 + wγ = (w − 1/2)γ.

Setting w = 1 gives the internal energy, with coefficient γ/2. Setting w = 1/2 gives the average, with coefficient zero. Because T² is nonzero for T > 0, the mixture's error is o(T²) exactly when its quotient by T² tends to zero. Limits are unique, so this happens exactly when (w − 1/2)γ = 0, that is, when w = 1/2 or γ = 0. For γ ≠ 0, equal weights are therefore the only choice within this one-parameter family.

## The same argument in Lean

The lemma `entropy_div_tendsto` turns the one-sided derivative in `slope` into a limit of difference quotients and simplifies it with S(0) = 0. In `freeEnergy_tendsto`, the library rule `HasDerivAt.lhopital_zero_nhdsGT` leaves six goals: the derivatives of numerator and denominator, the nonvanishing of 2T, the two limits to zero, and the limit of −S/(2T). The fields `entropy` and `cont` settle the two goals about F, and the previous lemma settles the last one.

The proof of `mixedEnergy_tendsto` adds the limit for F to w times the limit for S/T. It then restricts to T > 0, where S/T may be rewritten as TS/T², and finishes by algebra. The equivalence `mixedEnergy_isLittleO_iff` converts little-o into a limit with `isLittleO_iff_tendsto'`. One direction uses `tendsto_nhds_unique`, and the other substitutes the vanishing coefficient.

The main theorem takes its first part from the lemma for F and the other two from w = 1 and w = 1/2. The derivative version applies it with S = −F′ and γ = −F″(0), after checking the four fields of the structure.

## Residual entropy and the cubic remainder

If the entropy tends to a nonzero value s₀ at zero temperature, the average behaves differently. `residual_entropy_error` keeps the continuity of F and the relation S = −dF/dT, but assumes only S(T) → s₀. L'Hôpital's rule, now with denominator T, gives (F − F(0))/T → −s₀. Since (E + F)/2 = F + TS/2,

((E + F)/2 − F(0))/T → −s₀ + s₀/2 = −s₀/2.

A nonzero s₀ thus leaves an error linear in T. In the canonical ensemble, a system whose isolated ground level has degeneracy d > 1 is of this kind, with s₀ = ln d.

The cubic model shows what can remain when the entropy does vanish. Take constants F₀, γ and c, and set

F(T) = F₀ − γT²/2 + cT³

S(T) = γT − 3cT².

Then TS = γT² − 3cT³, and therefore

E(T) = F₀ + γT²/2 − 2cT³

(E(T) + F(T))/2 − F(0) = −cT³/2.

`cubic_witness` verifies the four fields for this model by differentiating the polynomials, and `cubic_average_error` proves the last identity for every T. With c ≠ 0 the error is of order T³ and not smaller, so the hypotheses alone do not guarantee o(T³).

## The extrapolated energy in a smeared calculation

With Fermi–Dirac smearing of width σ = T, a code finds occupations f_i of the spin orbitals i and evaluates

S = −Σ_i [f_i ln f_i + (1 − f_i) ln(1 − f_i)].

On a k-point mesh, each term of the sum is multiplied by the weight of its k-point. The code then has E and F = E − TS, and the extrapolated energy costs one more subtraction:

(E + F)/2 = E − TS/2.

VASP, for example, prints a value labelled `energy(sigma->0)` beside the free energy and the energy without entropy. The theorem supports this average for Fermi–Dirac smearing when F(T) obeys the low-temperature law, but it gives no error bound at a particular finite σ.

The k-point mesh matters here. A finite mesh has discrete levels, and once T is far below their spacing the entropy no longer shows the linear behaviour of the bulk metal. The value of γ that describes the metal belongs to a converged mesh, with σ small on the scale over which the density of states varies. Repeating the run at two or three widths is a simple check: E and F should move in opposite directions by similar amounts, while their average stays nearly constant.

Forces need separate attention. The forces usually reported in such a calculation are the negative derivatives of F with respect to the atomic positions at fixed T, whereas the average contains the additional term TS/2, whose dependence on the atomic positions they do not include. A relaxation that follows these forces therefore minimises F, and its end point need not be exactly the minimum of the extrapolated energy.
